# Gaussian collapse of resonant Rabi oscillations for Poisson photon statistics at large mean photon number

Suppose a field holds one of two photon numbers with equal probability, and an atom's population difference at time \(t\) is \(\cos\omega_1t\) or \(\cos\omega_2t\) accordingly. Its average over the two photon numbers is

\[
\tfrac12(\cos\omega_1t+\cos\omega_2t)=\cos\frac{(\omega_1-\omega_2)t}{2}\,\cos\frac{(\omega_1+\omega_2)t}{2}.
\]

The slow factor shrinks and returns without any dissipation. The problem here is the same average for a ground-state atom resonant with one lossless cavity mode whose photon number \(n\) is Poisson distributed with mean \(\mu\).

```lean
import Mathlib

open Filter Topology
open Complex (I)

namespace JaynesCummingsCollapse

noncomputable section
```

The weight \(p_n=e^{-\mu}\mu^n/n!\) is `photonWeight`.

```lean
/-- Poisson probability of finding `n` photons in a field of mean photon number `μ`. -/
def photonWeight (μ : ℝ) (n : ℕ) : ℝ := Real.exp (-μ) * μ ^ n / (n.factorial : ℝ)
```

Let \(g\) be the atom–field coupling, with \(\hbar=1\). Let the system start with a ground-state atom and exactly \(n\) photons. In the interaction picture, \(c_n\) is the amplitude of that same state at time \(t\).

```lean
/-- Amplitude at time `t`, at resonance, of the state with the atom in its ground state and `n`
photons, when the system starts in that state. -/
def groundAmp (g : ℝ) (n : ℕ) (t : ℝ) : ℂ := ((Real.cos (g * √(n : ℝ) * t) : ℝ) : ℂ)
```

The amplitude after absorption of one photon is \(d_n\); it vanishes for \(n=0\).

```lean
/-- Amplitude at time `t`, at resonance, of the state in which the atom has absorbed one photon,
when it starts in its ground state with `n` photons; zero for `n = 0`. -/
def excitedAmp (g : ℝ) (n : ℕ) (t : ℝ) : ℂ :=
  -I * ((Real.sin (g * √(n : ℝ) * t) : ℝ) : ℂ)
```

The population difference is \(D(t)=\sum_n p_n(|c_n|^2-|d_n|^2)\). Splitting the full Jaynes–Cummings Hamiltonian into independent two-level blocks is assumed, not derived.

```lean
/-- Ground-state minus excited-state population, averaged over the Poisson photon statistics. -/
def populationDifference (g μ t : ℝ) : ℝ :=
  ∑' n : ℕ, photonWeight μ n * (‖groundAmp g n t‖ ^ 2 - ‖excitedAmp g n t‖ ^ 2)
```

The last definition names a factor \(E(t)\) that comes out of (b).

```lean
/-- Envelope of the oscillations for the linearized Rabi frequency, for `μ > 0`. -/
def envelope (g μ t : ℝ) : ℝ := Real.exp (-μ * (1 - Real.cos (g * t / √μ)))
```

## (a) One photon number

Show that \(c_n=\cos\omega t\), \(d_n=-i\sin\omega t\), with \(\omega=g\sqrt n\), solve \(\dot c_n=-i\omega d_n\), \(\dot d_n=-i\omega c_n\) from the atomic ground state, and that
\[|c_n|^2-|d_n|^2=\cos(2g\sqrt n\,t).\]

At \(t=0\) the amplitudes are 1 and 0. Differentiating gives \(\dot c_n=-\omega\sin\omega t=-i\omega d_n\) and \(\dot d_n=-i\omega\cos\omega t=-i\omega c_n\). Finally, \(\cos^2\omega t-\sin^2\omega t=\cos2\omega t\).

The `HasDerivAt` clauses are the two Schrödinger equations; `Complex.I_sq` supplies \(i^2=-1\).

```lean
/-- The amplitudes start in the atomic ground state and solve the resonant Schrödinger equation
with coupling `g √n`; their population difference is `cos (2 g √n t)`. -/
theorem rabi_block (g : ℝ) (n : ℕ) (t : ℝ) :
    groundAmp g n 0 = 1 ∧ excitedAmp g n 0 = 0 ∧
    HasDerivAt (groundAmp g n) (-I * ((g * √(n : ℝ) : ℝ) : ℂ) * excitedAmp g n t) t ∧
    HasDerivAt (excitedAmp g n) (-I * ((g * √(n : ℝ) : ℝ) : ℂ) * groundAmp g n t) t ∧
    ‖groundAmp g n t‖ ^ 2 - ‖excitedAmp g n t‖ ^ 2 = Real.cos (2 * g * √(n : ℝ) * t) := by
  have hl : HasDerivAt (fun s : ℝ => g * √(n : ℝ) * s) (g * √(n : ℝ)) t := by
    simpa using (hasDerivAt_id t).const_mul (g * √(n : ℝ))
  refine ⟨by simp [groundAmp], by simp [excitedAmp],
    hl.cos.ofReal_comp.congr_deriv ?_, (hl.sin.ofReal_comp.const_mul (-I)).congr_deriv ?_, ?_⟩
  · unfold excitedAmp
    rw [Complex.ofReal_mul, Complex.ofReal_neg]
    linear_combination (-((g * √(n : ℝ) : ℝ) : ℂ) *
      ((Real.sin (g * √(n : ℝ) * t) : ℝ) : ℂ)) * Complex.I_sq
  · unfold groundAmp
    rw [Complex.ofReal_mul]
    ring
  · unfold groundAmp excitedAmp
    rw [norm_mul, norm_neg, Complex.norm_I, one_mul, Complex.norm_real, Complex.norm_real,
      Real.norm_eq_abs, Real.norm_eq_abs, sq_abs, sq_abs,
      show 2 * g * √(n : ℝ) * t = 2 * (g * √(n : ℝ) * t) by ring, Real.cos_two_mul]
    linarith [Real.sin_sq_add_cos_sq (g * √(n : ℝ) * t)]
```

## (b) Equally spaced frequencies

For real \(\mu,\theta,\varphi\), show
\[\sum_n p_n\cos(n\theta+\varphi)=e^{-\mu(1-\cos\theta)}\cos(\varphi+\mu\sin\theta).\]

The sum is the real part of
\[e^{-\mu+i\varphi}\sum_n\frac{(\mu e^{i\theta})^n}{n!}=\exp(-\mu+i\varphi+\mu e^{i\theta}).\]
The exponent has real part \(-\mu(1-\cos\theta)\) and imaginary part \(\varphi+\mu\sin\theta\).

`HasSum` says that the series converges to the stated value, and `Complex.reCLM` takes real parts term by term. The \(p_n\) are probabilities only for \(\mu\ge0\), but the identity needs no sign condition.

```lean
/-- The Poisson average of equally spaced oscillations is a single oscillation times an
envelope. -/
theorem poisson_cos_sum (μ θ φ : ℝ) :
    HasSum (fun n : ℕ => photonWeight μ n * Real.cos (n * θ + φ))
      (Real.exp (-μ * (1 - Real.cos θ)) * Real.cos (φ + μ * Real.sin θ)) := by
  have h : HasSum (fun n : ℕ => ((μ : ℂ) * Complex.exp (θ * I)) ^ n / (n.factorial : ℂ))
      (Complex.exp (μ * Complex.exp (θ * I))) := by
    rw [Complex.exp_eq_exp_ℂ]
    exact NormedSpace.expSeries_div_hasSum_exp _
  -- the sum is the real part of a complex exponential series
  have h2 := Complex.reCLM.hasSum (h.mul_left (Complex.exp (-μ + φ * I)))
  convert h2 using 1
  · ext n
    have e : Complex.exp (-μ + φ * I) *
        (((μ : ℂ) * Complex.exp (θ * I)) ^ n / (n.factorial : ℂ)) =
        ((photonWeight μ n : ℝ) : ℂ) * Complex.exp (((n * θ + φ : ℝ) : ℂ) * I) := by
      have e1 : Complex.exp (((n * θ + φ : ℝ) : ℂ) * I) =
          Complex.exp (n * (θ * I)) * Complex.exp (φ * I) := by
        rw [← Complex.exp_add]
        congr 1
        push_cast
        ring
      rw [e1, mul_pow, ← Complex.exp_nat_mul, Complex.exp_add]
      simp only [photonWeight]
      push_cast
      ring
    simp only [Complex.reCLM_apply]
    rw [e, Complex.re_ofReal_mul, Complex.exp_ofReal_mul_I_re]
  · have hr : (-(μ : ℂ) + φ * I + μ * Complex.exp (θ * I)).re = -μ * (1 - Real.cos θ) := by
      rw [Complex.add_re, Complex.re_ofReal_mul, Complex.exp_ofReal_mul_I_re]
      simp
      ring
    have hi : (-(μ : ℂ) + φ * I + μ * Complex.exp (θ * I)).im = φ + μ * Real.sin θ := by
      rw [Complex.add_im, Complex.im_ofReal_mul, Complex.exp_ofReal_mul_I_im]
      simp
    rw [Complex.reCLM_apply, ← Complex.exp_add, Complex.exp_re, hr, hi]
```

## (c) Photon-number variance

Show \(\sum_n p_n(n-\mu)^2=\mu\).

Part (b) at \(\theta=\varphi=0\) gives \(\sum_n p_n=1\). Since \((n+1)p_{n+1}=\mu p_n\), shifting the index gives \(\sum_n np_n=\mu\) and \(\sum_n n^2p_n=\mu\sum_n(n+1)p_n=\mu(\mu+1)\). The variance is \(\mu(\mu+1)-2\mu^2+\mu^2=\mu\).

In the proof, `hs` is the recursion and `shift` removes the vanishing \(n=0\) term.

```lean
/-- The variance of the Poisson photon number equals its mean. -/
theorem poisson_variance (μ : ℝ) :
    HasSum (fun n : ℕ => photonWeight μ n * ((n : ℝ) - μ) ^ 2) μ := by
  have h0 : HasSum (photonWeight μ) 1 := by simpa using poisson_cos_sum μ 0 0
  have hs (n : ℕ) : photonWeight μ (n + 1) * ((n : ℝ) + 1) = μ * photonWeight μ n := by
    simp only [photonWeight, Nat.factorial_succ, pow_succ]
    push_cast
    field_simp
  -- first and second moments by shifting the photon number
  have shift (f : ℕ → ℝ) (s : ℝ) (hf : f 0 = 0) (h : HasSum (fun n => f (n + 1)) s) :
      HasSum f s := by
    apply (hasSum_nat_add_iff' 1).mp
    rw [Finset.sum_range_one, hf, sub_zero]
    exact h
  have h1 : HasSum (fun n : ℕ => photonWeight μ n * (n : ℝ)) μ := by
    refine shift _ _ (by simp) ?_
    have e : (fun n : ℕ => photonWeight μ (n + 1) * ((n + 1 : ℕ) : ℝ)) =
        fun n : ℕ => μ * photonWeight μ n := funext fun n => by
      push_cast
      exact hs n
    have k : HasSum (fun n : ℕ => μ * photonWeight μ n) (μ * 1) := h0.mul_left μ
    rw [mul_one, ← e] at k
    exact k
  have h2 : HasSum (fun n : ℕ => photonWeight μ n * (n : ℝ) ^ 2) (μ * (μ + 1)) := by
    refine shift _ _ (by simp) ?_
    have e : (fun n : ℕ => photonWeight μ (n + 1) * ((n + 1 : ℕ) : ℝ) ^ 2) =
        fun n : ℕ => μ * (photonWeight μ n * (n : ℝ) + photonWeight μ n) := funext fun n => by
      push_cast
      linear_combination ((n : ℝ) + 1) * hs n
    have k : HasSum (fun n : ℕ => μ * (photonWeight μ n * (n : ℝ) + photonWeight μ n))
        (μ * (μ + 1)) := (h1.add h0).mul_left μ
    rw [← e] at k
    exact k
  have e : (fun n : ℕ => photonWeight μ n * ((n : ℝ) - μ) ^ 2) =
      fun n : ℕ => photonWeight μ n * (n : ℝ) ^ 2 - 2 * μ * (photonWeight μ n * (n : ℝ)) +
        μ ^ 2 * photonWeight μ n := funext fun n => by ring
  have k : HasSum (fun n : ℕ => photonWeight μ n * (n : ℝ) ^ 2 -
      2 * μ * (photonWeight μ n * (n : ℝ)) + μ ^ 2 * photonWeight μ n)
      (μ * (μ + 1) - 2 * μ * μ + μ ^ 2 * 1) :=
    (h2.sub (h1.mul_left (2 * μ))).add (h0.mul_left (μ ^ 2))
  rw [← e, show μ * (μ + 1) - 2 * μ * μ + μ ^ 2 * 1 = μ by ring] at k
  exact k
```

## (d) Tangent to the Rabi frequency

For \(\mu>0\), \(x\ge0\), show
\[\left|2\sqrt x-\Big(\sqrt\mu+\frac{x}{\sqrt\mu}\Big)\right|\le\frac{(x-\mu)^2}{\mu\sqrt\mu}.\]

Put \(s=\sqrt x\), \(m=\sqrt\mu\). The left side is \((s-m)^2/m\). Because \((x-\mu)^2=(s-m)^2(s+m)^2\ge(s-m)^2m^2\), dividing by \(m^3\) gives the bound.

The `obtain` lines make the same substitutions, and `nlinarith` closes the inequality.

```lean
/-- Error of the Rabi frequency `2 √x` (in units of `g`) linearized about a mean photon number
`μ > 0`, for `x ≥ 0`. -/
theorem rabi_linearization {μ x : ℝ} (hμ : 0 < μ) (hx : 0 ≤ x) :
    |2 * √x - (√μ + x / √μ)| ≤ (x - μ) ^ 2 / (μ * √μ) := by
  obtain ⟨s, hs, rfl⟩ : ∃ s, 0 ≤ s ∧ x = s ^ 2 :=
    ⟨√x, Real.sqrt_nonneg x, (Real.sq_sqrt hx).symm⟩
  obtain ⟨m, hm, rfl⟩ : ∃ m, 0 < m ∧ μ = m ^ 2 :=
    ⟨√μ, Real.sqrt_pos.mpr hμ, (Real.sq_sqrt hμ.le).symm⟩
  rw [Real.sqrt_sq hs, Real.sqrt_sq hm.le]
  have e : 2 * s - (m + s ^ 2 / m) = -((s - m) ^ 2 / m) := by
    field_simp
    ring
  rw [e, abs_neg, abs_of_nonneg (by positivity), div_le_div_iff₀ hm (by positivity)]
  have : 0 ≤ m * (s - m) ^ 2 * (s ^ 2 + 2 * s * m) := by positivity
  nlinarith [this]
```

## (e) Phase errors

Show \(|\cos a-\cos b|\le|a-b|\) for real \(a,b\).

Adding \((\sin a-\sin b)^2\) to \((\cos a-\cos b)^2\) gives \(2-2\cos(a-b)\), which is at most \((a-b)^2\) because \(\cos y\ge1-y^2/2\). `nlinarith` combines these facts.

```lean
/-- Two oscillations differ by no more than their phases do. -/
theorem cos_phase_error (a b : ℝ) : |Real.cos a - Real.cos b| ≤ |a - b| := by
  have h : 1 - (a - b) ^ 2 / 2 ≤ Real.cos (a - b) := Real.one_sub_sq_div_two_le_cos
  rw [Real.cos_sub] at h
  apply sq_le_sq.mp
  nlinarith [Real.sin_sq_add_cos_sq a, Real.sin_sq_add_cos_sq b,
    sq_nonneg (Real.sin a - Real.sin b)]
```

## (f) Error of the linearized model

Let \(\mu>0\), \(\theta=gt/\sqrt\mu\) and \(E(t)=e^{-\mu(1-\cos\theta)}\). Show
\[\left|D(t)-E(t)\cos(g\sqrt\mu\,t+\mu\sin\theta)\right|\le\frac{|gt|}{\sqrt\mu}.\]

The tangent in (d) replaces the phase \(2g\sqrt n\,t\) by \(n\theta+g\sqrt\mu\,t\), and (b) sums the result. By (d) and (e), sector \(n\) contributes an error of at most \(p_n|gt|(n-\mu)^2/(\mu\sqrt\mu)\). By (c), these add up to \(|gt|/\sqrt\mu\).

Here `hb` is the sector bound. It also yields convergence of the series for \(D\), and `tsum_of_norm_bounded` sums the errors.

```lean
/-- For mean photon number `μ > 0`, the population difference follows the closed form of the
linearized model up to an error of at most `|g t| / √μ`. -/
theorem population_near_linearized (g t : ℝ) {μ : ℝ} (hμ : 0 < μ) :
    |populationDifference g μ t -
      envelope g μ t * Real.cos (g * √μ * t + μ * Real.sin (g * t / √μ))| ≤ |g * t| / √μ := by
  have hs : 0 < √μ := Real.sqrt_pos.mpr hμ
  have hc := poisson_cos_sum μ (g * t / √μ) (g * √μ * t)
  have hS := (poisson_variance μ).mul_left (|g * t| / (μ * √μ))
  -- error in each photon-number sector
  have hb : ∀ n : ℕ, ‖photonWeight μ n * (‖groundAmp g n t‖ ^ 2 - ‖excitedAmp g n t‖ ^ 2) -
      photonWeight μ n * Real.cos (n * (g * t / √μ) + g * √μ * t)‖ ≤
      |g * t| / (μ * √μ) * (photonWeight μ n * ((n : ℝ) - μ) ^ 2) := by
    intro n
    have hp : 0 ≤ photonWeight μ n := by unfold photonWeight; positivity
    rw [(rabi_block g n t).2.2.2.2, ← mul_sub, norm_mul, Real.norm_of_nonneg hp,
      Real.norm_eq_abs]
    have h1 := cos_phase_error (2 * g * √(n : ℝ) * t) (n * (g * t / √μ) + g * √μ * t)
    rw [show 2 * g * √(n : ℝ) * t - (n * (g * t / √μ) + g * √μ * t) =
      (g * t) * (2 * √(n : ℝ) - (√μ + n / √μ)) by ring, abs_mul] at h1
    have h3 := rabi_linearization hμ (Nat.cast_nonneg (α := ℝ) n)
    calc _ ≤ photonWeight μ n * (|g * t| * (((n : ℝ) - μ) ^ 2 / (μ * √μ))) :=
          mul_le_mul_of_nonneg_left
            (h1.trans (mul_le_mul_of_nonneg_left h3 (abs_nonneg _))) hp
      _ = _ := by ring
  have hd := (Summable.of_norm_bounded hS.summable hb).hasSum.add hc
  simp only [sub_add_cancel] at hd
  have e : populationDifference g μ t = _ := hd.tsum_eq
  rw [e]
  unfold envelope
  rw [add_sub_cancel_right, ← Real.norm_eq_abs]
  refine (tsum_of_norm_bounded hS hb).trans_eq ?_
  field_simp
```

## (g) Revivals of the envelope

For \(g,\mu>0\), show that \(E\) has period \(T=2\pi\sqrt\mu/g\), and that \(E(t)=1\) exactly when \(t=kT\) with \(k\) an integer.

Advancing \(t\) by \(T\) advances \(\theta\) by \(2\pi\). Also \(E=1\) means \(\mu(1-\cos\theta)=0\), hence \(\theta=2\pi k\); `Real.cos_eq_one_iff` provides this last step.

These are revivals of the linearized model. At \(t=T\) the bound in (f) is \(2\pi\), while two signals between \(-1\) and \(1\) never differ by more than 2; so (f) gives no information about a revival of \(D\) at that time.

```lean
/-- For `g, μ > 0` the envelope has period `2 π √μ / g` and equals one exactly at the integer
multiples of this time. -/
theorem envelope_revival {g μ : ℝ} (hg : 0 < g) (hμ : 0 < μ) :
    Function.Periodic (envelope g μ) (2 * Real.pi * √μ / g) ∧
    ∀ t, envelope g μ t = 1 ↔ ∃ k : ℤ, t = k * (2 * Real.pi * √μ / g) := by
  have hs : 0 < √μ := Real.sqrt_pos.mpr hμ
  refine ⟨fun t => ?_, fun t => ?_⟩
  · have e : g * (t + 2 * Real.pi * √μ / g) / √μ = g * t / √μ + 2 * Real.pi := by
      field_simp
    unfold envelope
    rw [e, Real.cos_add_two_pi]
  · unfold envelope
    rw [Real.exp_eq_one_iff]
    constructor
    · intro h
      have h1 := (mul_eq_zero.mp h).resolve_left (neg_ne_zero.mpr hμ.ne')
      obtain ⟨k, hk⟩ := (Real.cos_eq_one_iff (g * t / √μ)).mp (by linarith)
      refine ⟨k, ?_⟩
      calc t = (g * t / √μ) * (√μ / g) := by field_simp
        _ = _ := by rw [← hk]; ring
    · rintro ⟨k, rfl⟩
      have h1 : Real.cos (g * (k * (2 * Real.pi * √μ / g)) / √μ) = 1 :=
        (Real.cos_eq_one_iff _).mpr ⟨k, by field_simp⟩
      rw [h1]
      ring
```

## (h) Short times

For \(a=gt\), \(\mu>0\) and \(a^2\le\mu\), show
\[\left|\mu\Big(1-\cos\frac a{\sqrt\mu}\Big)-\frac{a^2}2\right|\le\frac{a^4}\mu,\qquad
\left|\mu\sin\frac a{\sqrt\mu}-a\sqrt\mu\right|\le\frac{|a|^3}{\sqrt\mu}.\]

With \(y=a/\sqrt\mu\), Taylor's theorem gives \(|\cos y-1+y^2/2|\le y^4\) and \(|\sin y-y|\le|y|^3\). Multiply both by \(\mu\). The proof takes its remainders from `Real.cos_bound` and `Real.sin_bound`, which require \(|y|\le1\).

```lean
/-- Short-time expansion of the envelope exponent and of the phase, for `a = g t` with
`a² ≤ μ` and `μ > 0`. -/
theorem short_time_expansion {a μ : ℝ} (hμ : 0 < μ) (h : a ^ 2 ≤ μ) :
    |μ * (1 - Real.cos (a / √μ)) - a ^ 2 / 2| ≤ |a| ^ 4 / μ ∧
    |μ * Real.sin (a / √μ) - a * √μ| ≤ |a| ^ 3 / √μ := by
  obtain ⟨m, hm, rfl⟩ : ∃ m, 0 < m ∧ μ = m ^ 2 :=
    ⟨√μ, Real.sqrt_pos.mpr hμ, (Real.sq_sqrt hμ.le).symm⟩
  rw [Real.sqrt_sq hm.le]
  have ha : |a / m| = |a| / m := by rw [abs_div, abs_of_pos hm]
  have hx : |a / m| ≤ 1 := by
    rw [ha, div_le_one hm]
    exact abs_le_of_sq_le_sq h hm.le
  have h4 : 0 ≤ |a / m| ^ 4 := by positivity
  constructor
  · have e : m ^ 2 * (1 - Real.cos (a / m)) - a ^ 2 / 2 =
        -(m ^ 2 * (Real.cos (a / m) - (1 - (a / m) ^ 2 / 2))) := by
      field_simp
      ring
    rw [e, abs_neg, abs_mul, abs_of_pos hμ]
    calc _ ≤ m ^ 2 * |a / m| ^ 4 :=
          mul_le_mul_of_nonneg_left ((Real.cos_bound hx).trans (by linarith)) hμ.le
      _ = _ := by rw [ha]; field_simp
  · have e : m ^ 2 * Real.sin (a / m) - a * m = m ^ 2 * (Real.sin (a / m) - a / m) := by
      field_simp
    have h3 : |a / m| ^ 5 ≤ |a / m| ^ 3 :=
      pow_le_pow_of_le_one (abs_nonneg _) hx (by norm_num)
    have hsin : |Real.sin (a / m) - a / m| ≤ |a / m| ^ 3 := by
      have hb := abs_le.mp (Real.sin_bound hx)
      have hc := abs_le.mp (abs_pow (a / m) 3).le
      rw [abs_le]
      constructor <;> linarith [hb.1, hb.2, hc.1, hc.2]
    rw [e, abs_mul, abs_of_pos hμ]
    calc _ ≤ m ^ 2 * |a / m| ^ 3 := mul_le_mul_of_nonneg_left hsin hμ.le
      _ = _ := by rw [ha]; field_simp
```

## (i) Limit of the envelope

At fixed \(g,t\), show \(E(t)\to e^{-(gt)^2/2}\) as \(\mu\to\infty\).

By (h), the exponent differs from its limit by at most \((gt)^4/\mu\), and the exponential is continuous. In Lean, `atTop` expresses \(\mu\to\infty\), and `squeeze_zero_norm'` applies the bound.

```lean
/-- At fixed time and coupling, the envelope tends to the Gaussian `exp (-(g t)² / 2)` as the
mean photon number grows. -/
theorem envelope_tendsto_gaussian (g t : ℝ) :
    Tendsto (fun μ => envelope g μ t) atTop (𝓝 (Real.exp (-(g * t) ^ 2 / 2))) := by
  have hl : Tendsto (fun μ : ℝ => μ * (1 - Real.cos (g * t / √μ)) - (g * t) ^ 2 / 2)
      atTop (𝓝 0) := by
    refine squeeze_zero_norm' (a := fun μ : ℝ => |g * t| ^ 4 / μ) ?_
      (tendsto_const_nhds.div_atTop tendsto_id)
    filter_upwards [eventually_ge_atTop ((g * t) ^ 2), eventually_gt_atTop 0] with μ h1 h2
    exact (short_time_expansion h2 h1).1
  have h := (Real.continuous_exp.tendsto _).comp (hl.neg.add_const (-(g * t) ^ 2 / 2))
  rw [neg_zero, zero_add] at h
  refine h.congr fun μ => ?_
  simp only [Function.comp_apply, envelope]
  congr 1
  ring
```

## (j) Collapse of the population difference

At fixed \(g,t\), show
\[D(t)-e^{-(gt)^2/2}\cos(2g\sqrt\mu\,t)\to0\quad(\mu\to\infty).\]

Write \(G=e^{-(gt)^2/2}\), \(A=g\sqrt\mu\,t+\mu\sin\theta\), \(B=2g\sqrt\mu\,t\). Then
\[D-G\cos B=(D-E\cos A)+(E-G)\cos A+G(\cos A-\cos B).\]
The terms are bounded by \(|gt|/\sqrt\mu\), \(|E-G|\) and \(G|gt|^3/\sqrt\mu\), using (f), \(|\cos A|\le1\), and (e) with (h). All three tend to zero, the second by (i). They are `b1`, `b2` and `b3` in the proof.

In quantum dynamics, a decaying population signal therefore need not indicate dissipation: in this lossless, single-mode, resonant model, the spread in photon number suffices.

```lean
/-- Gaussian collapse: at fixed time and coupling, the population difference approaches
`exp (-(g t)² / 2) cos (2 g √μ t)` as the mean photon number `μ` grows. -/
theorem gaussian_collapse (g t : ℝ) :
    Tendsto (fun μ => populationDifference g μ t -
      Real.exp (-(g * t) ^ 2 / 2) * Real.cos (2 * g * √μ * t)) atTop (𝓝 0) := by
  set G := Real.exp (-(g * t) ^ 2 / 2) with hG
  have hdiv (c : ℝ) : Tendsto (fun μ : ℝ => c / √μ) atTop (𝓝 0) :=
    tendsto_const_nhds.div_atTop Real.tendsto_sqrt_atTop
  have hE : Tendsto (fun μ => |envelope g μ t - G|) atTop (𝓝 0) := by
    have h := ((envelope_tendsto_gaussian g t).sub_const G).abs
    rw [← hG, sub_self, abs_zero] at h
    exact h
  have hlim := ((hdiv |g * t|).add hE).add ((hdiv (|g * t| ^ 3)).const_mul G)
  simp only [add_zero, mul_zero] at hlim
  refine squeeze_zero_norm' ?_ hlim
  filter_upwards [eventually_ge_atTop ((g * t) ^ 2), eventually_gt_atTop 0] with μ h1 h2
  -- split into linearization, envelope and phase errors
  set A := g * √μ * t + μ * Real.sin (g * t / √μ) with hA
  have b1 := population_near_linearized g t h2
  rw [← hA] at b1
  have b2 : |(envelope g μ t - G) * Real.cos A| ≤ |envelope g μ t - G| := by
    rw [abs_mul]
    exact mul_le_of_le_one_right (abs_nonneg _) (Real.abs_cos_le_one A)
  have b3 : |G * (Real.cos A - Real.cos (2 * g * √μ * t))| ≤ G * (|g * t| ^ 3 / √μ) := by
    have hp := cos_phase_error A (2 * g * √μ * t)
    rw [show A - 2 * g * √μ * t = μ * Real.sin (g * t / √μ) - g * t * √μ by
      rw [hA]; ring] at hp
    rw [abs_mul, abs_of_pos (Real.exp_pos _)]
    exact mul_le_mul_of_nonneg_left (hp.trans (short_time_expansion h2 h1).2)
      (Real.exp_pos _).le
  rw [Real.norm_eq_abs, show populationDifference g μ t - G * Real.cos (2 * g * √μ * t) =
    (populationDifference g μ t - envelope g μ t * Real.cos A) +
    (envelope g μ t - G) * Real.cos A +
    G * (Real.cos A - Real.cos (2 * g * √μ * t)) by ring]
  exact (abs_add_le _ _).trans (add_le_add ((abs_add_le _ _).trans (add_le_add b1 b2)) b3)

end

end JaynesCummingsCollapse
```

```lean
#print axioms JaynesCummingsCollapse.envelope_revival
#print axioms JaynesCummingsCollapse.gaussian_collapse
```

```
'JaynesCummingsCollapse.envelope_revival' depends on axioms: [propext, Classical.choice, Quot.sound]
'JaynesCummingsCollapse.gaussian_collapse' depends on axioms: [propext, Classical.choice, Quot.sound]
```
